# A planar energy quadratic in F − 1 is invariant under finite rotations exactly when it is a multiple of (F₁₁ − F₂₂)² + (F₁₂ + F₂₁)²

Turning a deformed crystal rigidly should not change its elastic energy. To pose this for a harmonic energy, one must choose the variable in which the energy is quadratic. Here it is the displacement gradient F − 1, where F is a uniform deformation gradient and 1 the identity matrix. For a quadratic form q on real 2×2 matrices, the condition

q(QF − 1) = q(F − 1) for all rotations Q and all F

holds if and only if, for some real c,

q(F) = c((F₁₁ − F₂₂)² + (F₁₂ + F₂₁)²) for all F.

If q is the energy per unit undeformed area, then in the terms of linear isotropic elasticity c is half the planar shear modulus, and the modulus for area change is zero.

## Finite rotations in a small-strain code

A code that evaluates a quadratic energy in F − 1 while bodies turn through finite angles relies on this invariance. For uniform planar deformation, the theorem says that any q of another form changes its value under some rotation of some F.

Take c = 1 and F = diag(2, 1). The energy is (2 − 1)² + 0² = 1. A quarter turn gives the matrix with rows (0, −1) and (2, 0), whose energy is 0² + (−1 + 2)² = 1. The area-change term (tr(F − 1))² instead goes from 1 to 4.

## Quarter turns leave one modulus

Let B(F, G) = q(F + G) − q(F) − q(G). Then

q(F − 1) = q(F) + q(1) − B(F, 1).

Write the invariance condition for F and for −F. Adding and subtracting the two equations gives

q(QF) = q(F), B(QF, 1) = B(F, 1).

The first equation implies B(QF, QG) = B(F, G).

Let J be the quarter turn with rows (0, −1) and (1, 0), so J² = −1. Two turns give B(F, 1) = B(−F, 1) = −B(F, 1), hence B(F, 1) = 0. Rotating both arguments gives B(F, J) = B(JᵀF, 1) = 0.

Let D = diag(1, −1), and let S have rows (0, 1) and (1, 0). Since JD = S and JS = −D,

q(S) = q(D), B(D, S) = B(S, −D) = −B(D, S) = 0.

Every F splits as

F = ½(F₁₁ − F₂₂)D + ½(F₁₂ + F₂₁)S + K,
K = ½(F₁₁ + F₂₂)1 + ½(F₂₁ − F₁₂)J.

K couples to nothing, and 2q(K) = B(K, K) = 0, so K drops out. What remains is the stated formula with c = q(D)/4.

Conversely, put u = F₁₁ − F₂₂ and v = F₁₂ + F₂₁. Subtracting 1 from F changes neither. A rotation by θ sends

u → u cos θ − v sin θ, v → u sin θ + v cos θ,

so u² + v² is unchanged.

## The Lean file

```lean
import Mathlib

open Matrix

namespace InvariantHarmonicEnergy

/-- A rotation of `d`-dimensional space: an orthogonal matrix of determinant one. -/
def IsRotation {d : ℕ} (Q : Matrix (Fin d) (Fin d) ℝ) : Prop :=
  Qᵀ * Q = 1 ∧ Q.det = 1

/-- A harmonic energy `q`, evaluated on the displacement gradient `F - 1`, is exactly invariant
if rotating the deformed crystal by any finite rotation leaves the energy unchanged. -/
def ExactlyInvariant {d : ℕ} (q : QuadraticForm ℝ (Matrix (Fin d) (Fin d) ℝ)) : Prop :=
  ∀ Q, IsRotation Q → ∀ F, q (Q * F - 1) = q (F - 1)

variable {d : ℕ} {q : QuadraticForm ℝ (Matrix (Fin d) (Fin d) ℝ)}
  {Q : Matrix (Fin d) (Fin d) ℝ}

/-- For an exactly invariant energy, the part quadratic in `F` and the part linear in `F` are
each unchanged by a rotation. -/
theorem invariant_parts (h : ExactlyInvariant q) (hQ : IsRotation Q)
    (F : Matrix (Fin d) (Fin d) ℝ) :
    q (Q * F) = q F ∧ QuadraticMap.polar q (Q * F) 1 = QuadraticMap.polar q F 1 := by
  have key : ∀ G : Matrix (Fin d) (Fin d) ℝ,
      q (G - 1) = q G + q 1 - QuadraticMap.polar q G 1 := by
    intro G
    rw [sub_eq_add_neg, QuadraticMap.map_add q, QuadraticMap.map_neg,
      QuadraticMap.polar_neg_right]
    ring
  -- the two signs of `F` separate the even part from the odd part
  have h1 := h Q hQ F
  have h2 := h Q hQ (-F)
  rw [key, key] at h1
  rw [mul_neg, key, key, QuadraticMap.map_neg, QuadraticMap.map_neg,
    QuadraticMap.polar_neg_left, QuadraticMap.polar_neg_left] at h2
  constructor <;> linarith

/-- For an exactly invariant energy, the coupling between two deformations is unchanged when
both are rotated together. -/
theorem polar_rotate (h : ExactlyInvariant q) (hQ : IsRotation Q)
    (F G : Matrix (Fin d) (Fin d) ℝ) :
    QuadraticMap.polar q (Q * F) (Q * G) = QuadraticMap.polar q F G := by
  have hl : ∀ F, q (Q * F) = q F := fun F => (invariant_parts h hQ F).1
  unfold QuadraticMap.polar
  rw [← mul_add, hl, hl, hl]

/-- For an exactly invariant energy, if `K` couples to no deformation, then neither does the
rotated matrix `Q * K`. -/
theorem null_rotate (h : ExactlyInvariant q) (hQ : IsRotation Q)
    {K : Matrix (Fin d) (Fin d) ℝ} (hK : ∀ F, QuadraticMap.polar q F K = 0)
    (F : Matrix (Fin d) (Fin d) ℝ) : QuadraticMap.polar q F (Q * K) = 0 := by
  have e : Q * (Qᵀ * F) = F := by
    rw [← Matrix.mul_assoc, mul_eq_one_comm.mp hQ.1, Matrix.one_mul]
  rw [← e, polar_rotate h hQ, hK]

/-- Adding a matrix that couples to no deformation does not change the energy. -/
theorem null_add {K : Matrix (Fin d) (Fin d) ℝ} (hK : ∀ F, QuadraticMap.polar q F K = 0)
    (F : Matrix (Fin d) (Fin d) ℝ) : q (F + K) = q F := by
  have h0 := hK K
  unfold QuadraticMap.polar at h0
  rw [← two_smul ℝ K, QuadraticMap.map_smul, smul_eq_mul] at h0
  rw [QuadraticMap.map_add q, hK]
  linarith

/-- A planar rotation has equal diagonal entries, opposite off-diagonal entries, and a first
column of unit length. -/
theorem rotation_two {Q : Matrix (Fin 2) (Fin 2) ℝ} (hQ : IsRotation Q) :
    Q 1 1 = Q 0 0 ∧ Q 0 1 = -Q 1 0 ∧ Q 0 0 ^ 2 + Q 1 0 ^ 2 = 1 := by
  have e0 := congrFun (congrFun hQ.1 0) 0
  have e1 := congrFun (congrFun hQ.1 1) 1
  have hd := hQ.2
  simp only [Matrix.mul_apply, Matrix.transpose_apply, Fin.sum_univ_two,
    Matrix.one_apply_eq] at e0 e1
  rw [Matrix.det_fin_two] at hd
  have hs : (Q 0 0 - Q 1 1) ^ 2 + (Q 0 1 + Q 1 0) ^ 2 = 0 := by
    linear_combination e0 + e1 - 2 * hd
  have ha : Q 0 0 - Q 1 1 = 0 := (pow_eq_zero_iff two_ne_zero).mp
    (le_antisymm (by linarith [sq_nonneg (Q 0 1 + Q 1 0)]) (sq_nonneg _))
  have hb : Q 0 1 + Q 1 0 = 0 := (pow_eq_zero_iff two_ne_zero).mp
    (le_antisymm (by linarith [sq_nonneg (Q 0 0 - Q 1 1)]) (sq_nonneg _))
  exact ⟨by linarith, by linarith, by linear_combination e0⟩

/-- A harmonic energy in the plane is exactly invariant under finite rotations if and only if it
is a multiple of `(F₁₁ - F₂₂)² + (F₁₂ + F₂₁)²`. -/
theorem exactlyInvariant_two_iff (q : QuadraticForm ℝ (Matrix (Fin 2) (Fin 2) ℝ)) :
    ExactlyInvariant q ↔
      ∃ c : ℝ, ∀ F, q F = c * ((F 0 0 - F 1 1) ^ 2 + (F 0 1 + F 1 0) ^ 2) := by
  constructor
  · intro h
    obtain ⟨J, hJ⟩ : ∃ J : Matrix (Fin 2) (Fin 2) ℝ, J = !![0, -1; 1, 0] := ⟨_, rfl⟩
    obtain ⟨D, hD⟩ : ∃ D : Matrix (Fin 2) (Fin 2) ℝ, D = !![1, 0; 0, -1] := ⟨_, rfl⟩
    obtain ⟨S, hS⟩ : ∃ S : Matrix (Fin 2) (Fin 2) ℝ, S = !![0, 1; 1, 0] := ⟨_, rfl⟩
    obtain ⟨hJt, hJJ, hJD, hJS⟩ : Jᵀ * J = 1 ∧ J * J = -1 ∧ J * D = S ∧ J * S = -D := by
      refine ⟨?_, ?_, ?_, ?_⟩ <;>
        (ext i j
         fin_cases i <;> fin_cases j <;>
           simp [hJ, hD, hS, Matrix.mul_apply, Fin.sum_univ_succ])
    have rJ : IsRotation J := ⟨hJt, by simp [hJ, Matrix.det_fin_two]⟩
    -- two quarter turns reverse `F`, so the linear part vanishes
    have n1 : ∀ F, QuadraticMap.polar q F 1 = 0 := by
      intro F
      have a := (invariant_parts h rJ F).2
      have b := (invariant_parts h rJ (J * F)).2
      rw [← Matrix.mul_assoc, hJJ, neg_one_mul, QuadraticMap.polar_neg_left] at b
      linarith
    have nJ : ∀ F, QuadraticMap.polar q F J = 0 := by
      intro F
      have a := null_rotate h rJ n1 F
      rwa [mul_one] at a
    -- the quarter turn exchanges the two shears
    have hSD : q S = q D := by
      rw [← hJD]
      exact (invariant_parts h rJ D).1
    have hDS : QuadraticMap.polar q D S = 0 := by
      have a := polar_rotate h rJ D S
      rw [hJD, hJS, QuadraticMap.polar_neg_right, QuadraticMap.polar_comm q S D] at a
      linarith
    refine ⟨q D / 4, fun F => ?_⟩
    have hF : F = (((F 0 0 - F 1 1) / 2) • D + ((F 0 1 + F 1 0) / 2) • S)
        + (((F 0 0 + F 1 1) / 2) • (1 : Matrix (Fin 2) (Fin 2) ℝ)
          + ((F 1 0 - F 0 1) / 2) • J) := by
      ext i j
      fin_cases i <;> fin_cases j <;> simp [hJ, hD, hS] <;> ring
    have e := congrArg q hF
    rw [null_add (fun G => by
      rw [QuadraticMap.polar_add_right, QuadraticMap.polar_smul_right,
        QuadraticMap.polar_smul_right, n1, nJ]; simp)] at e
    rw [e, QuadraticMap.map_add q, QuadraticMap.map_smul, QuadraticMap.map_smul,
      QuadraticMap.polar_smul_left, QuadraticMap.polar_smul_right, hDS, hSD]
    simp only [smul_eq_mul]
    ring
  · rintro ⟨c, hc⟩
    intro Q hQ F
    obtain ⟨h11, h01, hn⟩ := rotation_two hQ
    have o01 : (1 : Matrix (Fin 2) (Fin 2) ℝ) 0 1 = 0 := by simp
    have o10 : (1 : Matrix (Fin 2) (Fin 2) ℝ) 1 0 = 0 := by simp
    rw [hc, hc]
    simp only [Matrix.sub_apply, Matrix.mul_apply, Fin.sum_univ_two, Matrix.one_apply_eq,
      o01, o10, h11, h01]
    linear_combination c * ((F 0 0 - F 1 1) ^ 2 + (F 0 1 + F 1 0) ^ 2) * hn

/-- An exactly invariant harmonic energy in the plane assigns zero energy to every rotation
combined with a uniform scaling by `t`. -/
theorem dilation_costs_nothing {q : QuadraticForm ℝ (Matrix (Fin 2) (Fin 2) ℝ)}
    (h : ExactlyInvariant q) {R : Matrix (Fin 2) (Fin 2) ℝ} (hR : IsRotation R) (t : ℝ) :
    q (t • R - 1) = 0 := by
  obtain ⟨c, hc⟩ := (exactlyInvariant_two_iff q).1 h
  obtain ⟨h11, h01, -⟩ := rotation_two hR
  rw [hc]
  simp [h11, h01]

/-- The quadratic form `(F₁₁ - F₂₂)² + (F₁₂ + F₂₁)²` on planar matrices. -/
noncomputable def shearEnergy : QuadraticForm ℝ (Matrix (Fin 2) (Fin 2) ℝ) :=
  let e := fun i j : Fin 2 => Matrix.entryLinearMap ℝ ℝ i j
  QuadraticMap.linMulLin (e 0 0 - e 1 1) (e 0 0 - e 1 1)
    + QuadraticMap.linMulLin (e 0 1 + e 1 0) (e 0 1 + e 1 0)

/-- The form `shearEnergy` is exactly invariant, and it is not zero: it takes the value `4` on
the matrix `diag(1, -1)`. -/
theorem shearEnergy_witness :
    ExactlyInvariant shearEnergy ∧ shearEnergy !![1, 0; 0, -1] = 4 := by
  have hf : ∀ F, shearEnergy F = 1 * ((F 0 0 - F 1 1) ^ 2 + (F 0 1 + F 1 0) ^ 2) := by
    intro F
    change (F 0 0 - F 1 1) * (F 0 0 - F 1 1) + (F 0 1 + F 1 0) * (F 0 1 + F 1 0) = _
    ring
  refine ⟨(exactlyInvariant_two_iff _).2 ⟨1, hf⟩, ?_⟩
  rw [hf]
  norm_num

end InvariantHarmonicEnergy
```

```lean
#print axioms InvariantHarmonicEnergy.exactlyInvariant_two_iff
#print axioms InvariantHarmonicEnergy.dilation_costs_nothing
```

```
'InvariantHarmonicEnergy.exactlyInvariant_two_iff' depends on axioms: [propext, Classical.choice, Quot.sound]
'InvariantHarmonicEnergy.dilation_costs_nothing' depends on axioms: [propext, Classical.choice, Quot.sound]
```

## What the theorems guarantee for a planar crystal

`IsRotation` requires QᵀQ = 1 and determinant one. `ExactlyInvariant` is the condition above, imposed on every real matrix F, including singular and orientation-reversing ones. Lean counts from zero, so F₁₁ is `F 0 0`. `QuadraticMap.polar` is B, without a factor ½. A `QuadraticForm` has no linear term, so there is no prestress.

`invariant_parts` performs the ±F comparison, with `linarith` combining the two equations. `polar_rotate` and `null_rotate` carry couplings and null directions through a rotation, and `null_add` removes K. In `exactlyInvariant_two_iff` these lemmas give the forward direction. For the converse, `rotation_two` recovers the cosine–sine pattern of Q from a vanishing sum of squares, and `linear_combination` uses cos²θ + sin²θ = 1.

`dilation_costs_nothing` shows the physical cost of exact invariance: a rotation combined with any uniform scaling has zero energy. `shearEnergy_witness` confirms that a nonzero invariant form exists.

The sign of c is free. If c is negative, shear lowers the energy of the undeformed crystal. If c is positive, uniform scaling still meets no resistance. The theorems concern a model energy that is quadratic in a uniform F − 1 at any size of deformation. For a real crystal, such a form is an approximation near an unstressed state F = 1.

Had the energy been made quadratic in the Green–Lagrange strain ½(FᵀF − 1), every choice of moduli would be invariant, because (QF)ᵀ(QF) = FᵀF. The energy would then be quartic in F, and resistance to area change could be kept.
